# Counting open A–B chains with an odd number of unlike bonds

Take a row of sites occupied by $n$ atoms of species A and $m$ atoms of species B. Give every nearest-neighbour bond between unlike atoms the energy $w$, and every bond between like atoms the energy zero. An arrangement with $k$ unlike bonds then has energy $kw$, whatever else distinguishes it from the others. To write the partition function at fixed composition and inverse temperature $\beta$,

$$Z=\sum_k g(k)\,e^{-\beta w k},$$

one needs the number $g(k)$ of arrangements with exactly $k$ unlike bonds. The quasi-chemical method estimates such numbers on general lattices by treating nearest-neighbour pairs as if they were independent. For an open chain they can be found exactly. When $n,m,d\ge 1$,

$$g(2d-1)=2\binom{n-1}{d-1}\binom{m-1}{d-1}.$$

The formula can be read off from blocks, that is, maximal runs of equal atoms. A chain with $2d-1$ unlike bonds has $2d$ blocks, which alternate in species, so there are $d$ blocks of each. Cutting $n$ atoms into $d$ non-empty blocks means choosing $d-1$ of the $n-1$ gaps between them, and likewise for the $m$ atoms of the other species. The factor 2 is the choice of the first species. The development below reaches the same result by removing one atom at a time, which turns the count into a recursion.

In Lean 4 with Mathlib:

```lean
import Mathlib

namespace QuasiChemicalChain
```

## Chains, compositions and unlike bonds

A site holds one of two species.

```lean
/-- The two species of a binary alloy. -/
inductive Atom
  | A
  | B
  deriving DecidableEq
```

Each species has exactly one partner, written `a.other` for an atom `a`.

```lean
/-- The species different from the given one. -/
def Atom.other : Atom → Atom
  | .A => .B
  | .B => .A
```

A chain is a list of atoms, and its unlike bonds are counted from the left. An empty chain and a single atom have no bonds. A longer chain has the unlike bonds of the chain without its first atom, plus one if the first two atoms differ.

```lean
/-- The number of nearest-neighbour bonds of a linear chain that join unlike atoms. -/
def unlikeBonds : List Atom → ℕ
  | [] => 0
  | [_] => 0
  | a :: b :: l => unlikeBonds (b :: l) + (if a = b then 0 else 1)
```

The arrangements to be counted form the set `chains n m k`. It contains the lists in which A occurs $n$ times, B occurs $m$ times, and $k$ bonds are unlike, so $g(k)$ is the size of this set.

This fixes several conventions. Atoms of one species are indistinguishable. The chain is open: no bond joins its last atom to its first. It also has a direction, so AAB and BAA are two arrangements although one is the reverse of the other.

```lean
/-- The linear arrangements of `n` A atoms and `m` B atoms with exactly `k` unlike bonds. -/
def chains (n m k : ℕ) : Set (List Atom) :=
  {l | l.count .A = n ∧ l.count .B = m ∧ unlikeBonds l = k}
```

## Growing a chain from its first atom

Suppose that the first atom $a$ is already in place. What remains is a continuation containing $p$ further atoms of the species of $a$ and $q$ atoms of the other species. The bond between $a$ and the continuation counts too, so the condition on $k$ refers to the whole chain, `a :: l`.

```lean
/-- The continuations of a chain that starts with the atom `a`: they hold `p` atoms of the
species of `a` and `q` of the other, and the whole chain has `k` unlike bonds. -/
def tails (a : Atom) (p q k : ℕ) : Set (List Atom) :=
  {l | l.count a = p ∧ l.count a.other = q ∧ unlikeBonds (a :: l) = k}
```

Let $T(p,q,k)$ be the number of continuations that the block argument predicts. If $q=0$, the chain is pure and has no unlike bond, so $T(p,0,0)=1$ and $T(p,0,k+1)=0$. If the other species is present, at least one bond is unlike, so $T(p,q+1,0)=0$.

In the remaining case the chain has $k+1$ unlike bonds and hence $k+2$ blocks, the first of which belongs to the species of $a$. That species has $\lfloor (k+1)/2\rfloor+1$ blocks for its $p+1$ atoms, and the other has $\lfloor k/2\rfloor+1$ blocks for its $q+1$ atoms. Choosing the cuts gives

$$T(p,q+1,k+1)=\binom{p}{\lfloor (k+1)/2\rfloor}\binom{q}{\lfloor k/2\rfloor}.$$

In the code, division of natural numbers rounds down and supplies the floors. At this stage `tailCount` is only a formula; its agreement with the actual count comes later.

```lean
/-- A closed expression in binomial coefficients for the number of continuations. -/
def tailCount : ℕ → ℕ → ℕ → ℕ
  | _, 0, 0 => 1
  | _, 0, _ + 1 => 0
  | _, _ + 1, 0 => 0
  | p, q + 1, k + 1 => p.choose ((k + 1) / 2) * q.choose (k / 2)
```

Now remove the atom that follows $a$. If it is like $a$, one atom of that species has been used and no unlike bond. If it is unlike $a$, one unlike bond has been used, and the species exchange roles because the new atom now heads the chain. The formula should therefore satisfy

$$T(p+1,q+1,k+1)=T(p,q+1,k+1)+T(q,p+1,k).$$

For $k=0$ this reads $1=1+0$. For $k\ge 1$, replace $k$ by $k+1$, as the code does, and set $r=\lfloor k/2\rfloor$ and $s=\lfloor (k+1)/2\rfloor$. Since $\lfloor (k+2)/2\rfloor=r+1$, the relation becomes

$$\binom{p+1}{r+1}\binom{q}{s}=\binom{p}{r+1}\binom{q}{s}+\binom{q}{s}\binom{p}{r},$$

which is Pascal's rule multiplied by $\binom{q}{s}$. In the proof, `Nat.choose_succ_succ'` applies Pascal's rule and `ring` collects the products.

```lean
/-- The closed expression obeys the recursion obtained by removing one atom, which is either
like or unlike its predecessor. -/
theorem tailCount_succ (p q k : ℕ) :
    tailCount (p + 1) (q + 1) (k + 1) =
      tailCount p (q + 1) (k + 1) + tailCount q (p + 1) k := by
  rcases k with _ | k
  · simp [tailCount]
  · show (p + 1).choose ((k + 1 + 1) / 2) * q.choose ((k + 1) / 2) =
      p.choose ((k + 1 + 1) / 2) * q.choose ((k + 1) / 2) +
        q.choose ((k + 1) / 2) * p.choose (k / 2)
    -- Pascal's rule
    rw [show (k + 1 + 1) / 2 = k / 2 + 1 by omega, Nat.choose_succ_succ']
    ring
```

## Sets of chains sorted by their next atom

To transfer the recursion from the formula to the chains, one needs the set obtained by placing a fixed atom $a$ in front of every list in a set $S$. A list $b::l$ belongs to it exactly when $b=a$ and $l\in S$.

```lean
/-- A chain starts with `a` and continues in `S` exactly when its first atom is `a` and the
rest lies in `S`. -/
theorem cons_mem_image (a b : Atom) (l : List Atom) (S : Set (List Atom)) :
    b :: l ∈ List.cons a '' S ↔ b = a ∧ l ∈ S := by
  constructor
  · rintro ⟨x, hx, h⟩
    cases h
    exact ⟨rfl, hx⟩
  · rintro ⟨rfl, h⟩
    exact ⟨l, h, rfl⟩
```

Placing the same atom in front of two different lists leaves them different. The new set is therefore as large as $S$. Sizes are measured by `encard`, which takes values in the natural numbers together with infinity. An equation between an `encard` and a natural number thus also says that the set is finite.

```lean
/-- Putting one given atom in front of every chain of a set keeps the number of chains. -/
theorem encard_cons (a : Atom) (S : Set (List Atom)) :
    (List.cons a '' S).encard = S.encard :=
  Function.Injective.encard_image (fun _ _ h => (List.cons.inj h).2) S
```

If $a\ne b$, no list begins with both. The lists made by placing $a$ before the members of $S$ are disjoint from those made by placing $b$ before the members of $T$ (here $T$ is a second set of lists), and the sizes add.

```lean
/-- Chains that start with different atoms are counted separately. -/
theorem encard_split {a b : Atom} (hab : a ≠ b) (S T : Set (List Atom)) :
    (List.cons a '' S ∪ List.cons b '' T).encard = S.encard + T.encard := by
  rw [Set.encard_union_eq, encard_cons, encard_cons]
  refine Set.disjoint_left.2 ?_
  rintro _ ⟨x, _, rfl⟩ ⟨y, _, h⟩
  exact hab (List.cons.inj h).1.symm
```

The number of continuations can now be shown to equal $T(p,q,k)$, by induction on the number $p+q$ of atoms still to be placed. The cases follow the possible next atoms:

- With $p=q=0$, only the empty continuation remains. It is allowed for $k=0$ and excluded for $k>0$.
- With no atoms like $a$ left but some of the other species, $k=0$ is impossible. For $k+1$ unlike bonds the next atom must be of the other species, which leaves $T(q,0,k)$ continuations from $q+1$ unlike atoms. This is 1 for $k=0$ and 0 otherwise, in agreement with $T(0,q+1,k+1)$.
- With only atoms like $a$ left, the next atom is like $a$, and the count passes unchanged from $p+1$ to $p$.
- With both species left and $k=0$, the next atom must again be like $a$. The count is zero by induction.
- With both species left and $k+1$ unlike bonds, both choices are open. The continuations split into two disjoint sets, whose sizes are the two terms of the recursion.

In each case the code first proves an equality of sets, called `h`, by examining the first atom of a list. Where `h` identifies the set as `{[]}` or `∅`, its size follows at once; otherwise the code uses the induction hypothesis for the shorter continuation. In the last case `encard_split` adds the two sizes and `tailCount_succ` combines them.

```lean
/-- The number of continuations of a chain with a given first atom is the closed expression
`tailCount`. -/
theorem encard_tails : ∀ (p q k : ℕ) (a : Atom),
    (tails a p q k).encard = (tailCount p q k : ENat)
  | 0, 0, 0, a => by
    have h : tails a 0 0 0 = {[]} := by
      ext l
      rcases l with _ | ⟨b, l⟩
      · simp [tails, unlikeBonds]
      · cases a <;> cases b <;> simp [tails, Atom.other]
    rw [h]
    simp [tailCount]
  | 0, 0, k + 1, a => by
    have h : tails a 0 0 (k + 1) = ∅ := by
      ext l
      rcases l with _ | ⟨b, l⟩
      · simp [tails, unlikeBonds]
      · cases a <;> cases b <;> simp [tails, Atom.other]
    rw [h]
    simp [tailCount]
  | 0, q + 1, 0, a => by
    have h : tails a 0 (q + 1) 0 = ∅ := by
      ext l
      rcases l with _ | ⟨b, l⟩
      · simp [tails]
      · cases a <;> cases b <;> simp [tails, unlikeBonds, Atom.other]
    rw [h]
    simp [tailCount]
  | 0, q + 1, k + 1, a => by
    -- only the other species can follow
    have h : tails a 0 (q + 1) (k + 1) = List.cons a.other '' tails a.other q 0 k := by
      ext l
      rcases l with _ | ⟨b, l⟩
      · simp [tails]
      · rw [cons_mem_image]
        cases a <;> cases b <;> simp [tails, unlikeBonds, Atom.other] <;> omega
    rw [h, encard_cons, encard_tails q 0 k a.other]
    rcases k with _ | k
    · simp [tailCount]
    · simp [tailCount, show (k + 1 + 1) / 2 = k / 2 + 1 by omega]
  | p + 1, 0, k, a => by
    have h : tails a (p + 1) 0 k = List.cons a '' tails a p 0 k := by
      ext l
      rcases l with _ | ⟨b, l⟩
      · simp [tails]
      · rw [cons_mem_image]
        cases a <;> cases b <;> simp [tails, unlikeBonds, Atom.other]
    rw [h, encard_cons, encard_tails p 0 k a]
    cases k <;> rfl
  | p + 1, q + 1, 0, a => by
    have h : tails a (p + 1) (q + 1) 0 = List.cons a '' tails a p (q + 1) 0 := by
      ext l
      rcases l with _ | ⟨b, l⟩
      · simp [tails]
      · rw [cons_mem_image]
        cases a <;> cases b <;> simp [tails, unlikeBonds, Atom.other]
    rw [h, encard_cons, encard_tails p (q + 1) 0 a]
    rfl
  | p + 1, q + 1, k + 1, a => by
    -- the next atom is like `a`, or unlike `a` at the cost of one unlike bond
    have h : tails a (p + 1) (q + 1) (k + 1) = List.cons a '' tails a p (q + 1) (k + 1) ∪
        List.cons a.other '' tails a.other q (p + 1) k := by
      ext l
      rcases l with _ | ⟨b, l⟩
      · simp [tails]
      · rw [Set.mem_union, cons_mem_image, cons_mem_image]
        cases a <;> cases b <;> simp [tails, unlikeBonds, Atom.other] <;>
          first | omega | tauto
    have hne : a ≠ a.other := by cases a <;> simp [Atom.other]
    rw [h, encard_split hne, encard_tails p (q + 1) (k + 1) a,
      encard_tails q (p + 1) k a.other, tailCount_succ, Nat.cast_add]
termination_by p q _ _ => p + q
decreasing_by all_goals omega
```

A complete chain with $p+1$ atoms A and $q+1$ atoms B starts with one or the other. After an initial A there remain $p$ atoms A and $q+1$ atoms B; after an initial B there remain $q$ atoms B and $p+1$ atoms A. Hence

$$g(k)=T(p,q+1,k)+T(q,p+1,k).$$

```lean
/-- The chains containing both species are counted by adding those that start with A and
those that start with B. -/
theorem encard_chains (p q k : ℕ) : (chains (p + 1) (q + 1) k).encard =
    ((tailCount p (q + 1) k + tailCount q (p + 1) k : ℕ) : ENat) := by
  have h : chains (p + 1) (q + 1) k =
      List.cons .A '' tails .A p (q + 1) k ∪ List.cons .B '' tails .B q (p + 1) k := by
    ext l
    rcases l with _ | ⟨b, l⟩
    · simp [chains]
    · rw [Set.mem_union, cons_mem_image, cons_mem_image]
      cases b <;> simp [chains, tails, Atom.other, List.count_cons] <;>
        first | omega | tauto
  rw [h, encard_split (by simp), encard_tails, encard_tails, Nat.cast_add]
```

## Odd and even numbers of unlike bonds

Put $n=p+1$, $m=q+1$ and $d=j+1$. For $2d-1=2j+1$ unlike bonds both floors equal $j$, so

$$g(2j+1)=\binom{p}{j}\binom{q}{j}+\binom{q}{j}\binom{p}{j}=2\binom{n-1}{d-1}\binom{m-1}{d-1}.$$

The two terms are equal because the ends of such a chain are unlike, and reversal exchanges the chains starting with A and those starting with B.

The theorem `card_chains_odd` states this for all natural numbers $n$, $m$ and $d$ that are at least 1. Its proof makes the same substitutions, evaluates the two floors with `omega` and adds the equal terms with `ring`. If $d$ exceeds $n$ or $m$, a binomial coefficient vanishes, as it should: there are too few atoms to fill $d$ blocks.

```lean
/-- The number of linear arrangements of `n` A atoms and `m` B atoms with exactly `2d - 1`
unlike bonds is `2 C(n-1, d-1) C(m-1, d-1)`. -/
theorem card_chains_odd (n m d : ℕ) (hn : 1 ≤ n) (hm : 1 ≤ m) (hd : 1 ≤ d) :
    (chains n m (2 * d - 1)).encard =
      ((2 * (n - 1).choose (d - 1) * (m - 1).choose (d - 1) : ℕ) : ENat) := by
  obtain ⟨p, rfl⟩ : ∃ p, n = p + 1 := ⟨n - 1, by omega⟩
  obtain ⟨q, rfl⟩ : ∃ q, m = q + 1 := ⟨m - 1, by omega⟩
  obtain ⟨j, rfl⟩ : ∃ j, d = j + 1 := ⟨d - 1, by omega⟩
  rw [show 2 * (j + 1) - 1 = 2 * j + 1 by omega, encard_chains]
  simp only [tailCount, Nat.add_sub_cancel]
  rw [show (2 * j + 1) / 2 = j by omega, show 2 * j / 2 = j by omega]
  exact congrArg (Nat.cast : ℕ → ENat) (by ring)
```

For an even number of unlike bonds, let again $n,m,d\ge 1$; the value $k=0$ is separate, and $g(0)=0$ when both species are present. For $2d=2j+2$ unlike bonds the ends are alike, and the species at the ends has one block more than the other. The floors are now $j+1=d$ and $j=d-1$, and the two starting species give terms that are exchanged when $n$ and $m$ are, and that can differ when $n\ne m$:

$$g(2d)=\binom{n-1}{d}\binom{m-1}{d-1}+\binom{n-1}{d-1}\binom{m-1}{d}.$$

For $n=m=2$ the three possible values are easily listed. There are two chains with one unlike bond (AABB, BBAA), two with two (ABBA, BAAB) and two with three (ABAB, BABA), which together make up all six arrangements.

```lean
/-- The number of linear arrangements of `n` A atoms and `m` B atoms with exactly `2d`
unlike bonds is `C(n-1, d) C(m-1, d-1) + C(n-1, d-1) C(m-1, d)`. -/
theorem card_chains_even (n m d : ℕ) (hn : 1 ≤ n) (hm : 1 ≤ m) (hd : 1 ≤ d) :
    (chains n m (2 * d)).encard =
      (((n - 1).choose d * (m - 1).choose (d - 1) +
        (n - 1).choose (d - 1) * (m - 1).choose d : ℕ) : ENat) := by
  obtain ⟨p, rfl⟩ : ∃ p, n = p + 1 := ⟨n - 1, by omega⟩
  obtain ⟨q, rfl⟩ : ∃ q, m = q + 1 := ⟨m - 1, by omega⟩
  obtain ⟨j, rfl⟩ : ∃ j, d = j + 1 := ⟨d - 1, by omega⟩
  rw [show 2 * (j + 1) = (2 * j + 1) + 1 by ring, encard_chains]
  simp only [tailCount, Nat.add_sub_cancel]
  rw [show (2 * j + 1 + 1) / 2 = j + 1 by omega, show (2 * j + 1) / 2 = j by omega]
  exact congrArg (Nat.cast : ℕ → ENat) (by ring)
```

## Mass action between successive odd counts

Write the composition as $n=d+x$ and $m=d+y$, with $x,y\ge 0$. In a chain with $2d-1$ unlike bonds, the $n$ atoms A lie in $d$ blocks and form $n-d=x$ AA bonds. In the same way there are $y$ BB bonds. Going to $2d+1$ unlike bonds at fixed composition removes one AA bond and one BB bond and creates two AB bonds, as in the reaction $\mathrm{AA}+\mathrm{BB}\to 2\,\mathrm{AB}$. The counts obey

$$g(2d+1)\,d^2=g(2d-1)\,xy .$$

To derive this, set $d=j+1$ and use the ratio of neighbouring binomial coefficients,

$$\binom{j+z}{j+1}(j+1)=\binom{j+z}{j}\,z,$$

once with $z=x$ and once with $z=y$. Multiplying the two identities and doubling the result gives the relation. In the code the binomial identity is `step`, the two counts come from `card_chains_odd`, and the final `calc` performs the multiplication. The relation includes the case in which $x$ or $y$ is zero: no chain with $2d+1$ unlike bonds then exists, and both sides vanish.

```lean
/-- Mass-action relation: for `d + x` A atoms and `d + y` B atoms with `d ≥ 1`, the number of
chains with `2d + 1` unlike bonds times `d²` is the number with `2d - 1` times `x y`. -/
theorem mass_action (d x y : ℕ) (hd : 1 ≤ d) :
    (chains (d + x) (d + y) (2 * d + 1)).encard * ((d ^ 2 : ℕ) : ENat) =
      (chains (d + x) (d + y) (2 * d - 1)).encard * ((x * y : ℕ) : ENat) := by
  obtain ⟨j, rfl⟩ : ∃ j, d = j + 1 := ⟨d - 1, by omega⟩
  have step (z : ℕ) : (j + z).choose (j + 1) * (j + 1) = (j + z).choose j * z := by
    have h := Nat.choose_succ_right_eq (j + z) j
    rwa [Nat.add_sub_cancel_left] at h
  rw [show 2 * (j + 1) + 1 = 2 * (j + 2) - 1 by omega,
    card_chains_odd _ _ (j + 2) (by omega) (by omega) (by omega),
    card_chains_odd _ _ (j + 1) (by omega) (by omega) (by omega),
    show j + 1 + x - 1 = j + x by omega, show j + 1 + y - 1 = j + y by omega,
    show j + 2 - 1 = j + 1 by omega, show j + 1 - 1 = j by omega,
    ← Nat.cast_mul, ← Nat.cast_mul]
  refine congrArg (Nat.cast : ℕ → ENat) ?_
  calc 2 * (j + x).choose (j + 1) * (j + y).choose (j + 1) * (j + 1) ^ 2
      = 2 * ((j + x).choose (j + 1) * (j + 1)) * ((j + y).choose (j + 1) * (j + 1)) := by ring
    _ = 2 * (j + x).choose j * (j + y).choose j * (x * y) := by
      rw [step x, step y]
      ring

end QuasiChemicalChain
```

For this one-dimensional model with nearest-neighbour interactions, the relation supplies the combinatorial part of the quasi-chemical equilibrium condition. Two successive odd terms of $Z$ are equal when $d^2=xy\,e^{-2\beta w}$. In a long chain, with $N_{AB}\approx 2d$, $N_{AA}=x$ and $N_{BB}=y$ for the numbers of bonds, this becomes

$$\frac{N_{AB}^2}{N_{AA}N_{BB}}\approx 4\,e^{-2\beta w}.$$

This last step is a heuristic reading of the largest term; the theorems themselves concern finite counts and involve neither energy nor temperature. They also leave aside rings and lattices of higher dimension, where closed paths of bonds constrain the arrangements and the block argument for an open chain does not apply as it stands.

```lean
#print axioms QuasiChemicalChain.card_chains_odd
#print axioms QuasiChemicalChain.card_chains_even
#print axioms QuasiChemicalChain.mass_action
```

```
'QuasiChemicalChain.card_chains_odd' depends on axioms: [propext, Classical.choice, Quot.sound]
'QuasiChemicalChain.card_chains_even' depends on axioms: [propext, Classical.choice, Quot.sound]
'QuasiChemicalChain.mass_action' depends on axioms: [propext, Classical.choice, Quot.sound]
```
